# Diagonal and interference terms of ⟨x, Ax⟩ for a Hermitian operator in a superposition

For a Hermitian operator A and the superposition aψ + φ, `expect_split` separates the real part of ⟨x, Ax⟩ into two diagonal terms and an interference term: Re⟨aψ + φ, A(aψ + φ)⟩ = |a|² Re⟨ψ, Aψ⟩ + 2 Re(ā⟨Aψ, φ⟩) + Re⟨φ, Aφ⟩. Here A is a continuous linear operator on a complex inner product space, with the inner product conjugate-linear in its first argument, a is any complex number, and ψ and φ are any vectors, not necessarily normalised or orthogonal. Nothing is divided by ⟨x, x⟩, so these values are expectation values only for unit vectors. The proof uses the symmetry of A to write both cross terms through ⟨Aψ, φ⟩. The `simp only` call is then meant to expand everything into real and imaginary parts, leaving the real algebra to `ring`.

In Lean, a first try:

```lean
import Mathlib

open scoped InnerProductSpace ComplexConjugate

namespace ExpectSplit

noncomputable section

variable {V : Type*} [NormedAddCommGroup V] [InnerProductSpace ℂ V]

/-- The real part of `⟨x, A x⟩`, which for Hermitian `A` and unit `x` is the expectation value. -/
def expect (A : V →L[ℂ] V) (x : V) : ℝ := (⟪x, A x⟫_ℂ).re

/-- For Hermitian `A`, the value of `⟨x, A x⟩` in a superposition is the sum of two diagonal
terms and one interference term. -/
theorem expect_split {A : V →L[ℂ] V} (hA : (A : V →ₗ[ℂ] V).IsSymmetric) (a : ℂ) (ψ φ : V) :
    expect A (a • ψ + φ) =
      ‖a‖ ^ 2 * expect A ψ + 2 * (conj a * ⟪A ψ, φ⟫_ℂ).re + expect A φ := by
  have h1 : ⟪ψ, A φ⟫_ℂ = ⟪A ψ, φ⟫_ℂ := (hA ψ φ).symm
  have h2 : ⟪φ, A ψ⟫_ℂ = conj ⟪A ψ, φ⟫_ℂ := (inner_conj_symm _ _).symm
  simp only [expect, map_add, map_smul, inner_add_left, inner_add_right, inner_smul_left,
    inner_smul_right, h1, h2, Complex.sq_norm, Complex.normSq_apply, Complex.add_re,
    Complex.mul_re, Complex.mul_im, Complex.conj_re, Complex.conj_im]
  ring

end

end ExpectSplit
```

Compiling this gives:

```
Try this:
  [apply] ring_nf
  
  The `ring` tactic failed to close the goal. Use `ring_nf` to obtain a normal form.
    
  Note that `ring` works primarily in *commutative* rings. If you have a noncommutative ring, abelian group or module, consider using `noncomm_ring`, `abel` or `module` instead.
Main.lean:18:74: error: unsolved goals
V : Type u_1
inst✝¹ : NormedAddCommGroup V
inst✝ : InnerProductSpace ℂ V
A : V →L[ℂ] V
hA : (↑A).IsSymmetric
a : ℂ
ψ φ : V
h1 : ⟪ψ, A φ⟫_ℂ = ⟪A ψ, φ⟫_ℂ
h2 : ⟪φ, A ψ⟫_ℂ = (starRingEnd ℂ) ⟪A ψ, φ⟫_ℂ
⊢ a.re * a.im * (⟪ψ, A ψ⟫_ℂ).im + a.re * (⟪A ψ, φ⟫_ℂ).re * 2 + a.re ^ 2 * (⟪ψ, A ψ⟫_ℂ).re -
          a.im * ((starRingEnd ℂ) a * ⟪ψ, A ψ⟫_ℂ + (starRingEnd ℂ) ⟪A ψ, φ⟫_ℂ).im +
        a.im * (⟪A ψ, φ⟫_ℂ).im +
      (⟪φ, A φ⟫_ℂ).re =
    a.re * (⟪A ψ, φ⟫_ℂ).re * 2 + a.re ^ 2 * (⟪ψ, A ψ⟫_ℂ).re + (⟪ψ, A ψ⟫_ℂ).re * a.im ^ 2 + a.im * (⟪A ψ, φ⟫_ℂ).im * 2 +
      (⟪φ, A φ⟫_ℂ).re
Main.lean:23:20: warning: This simp argument is unused:
  Complex.mul_im

Hint: Omit it from the simp argument list.
  [apply] simp only [expect, map_add, map_smul, inner_add_left, inner_add_right, inner_smul_left, inner_smul_right, h1,
    h2, Complex.sq_norm, Complex.normSq_apply, Complex.add_re, Complex.mul_re, Complex.conj_re, Complex.conj_im]

Note: This linter can be disabled with `set_option linter.unusedSimpArgs false`
```

What went wrong. The error is an unsolved goal, and the "Try this" message says that `ring` could not close it. The goal still contains the imaginary part of a sum, `((starRingEnd ℂ) a * ⟪ψ, A ψ⟫_ℂ + (starRingEnd ℂ) ⟪A ψ, φ⟫_ℂ).im`. It arises when `Complex.mul_re` expands the real part of `a` times that sum. The `simp only` list has `Complex.add_re` but not `Complex.add_im`, so this imaginary part is never split, and `ring` treats it as a single unknown. The warning that `Complex.mul_im` is unused has the same cause, as the product it should expand is shut inside the sum.

The repair adds `Complex.add_im`. The sum then splits, `Complex.mul_im` expands the product, and `Complex.conj_im` gives the sign of the conjugated term. This supplies the missing `a.im ^ 2` term and the second copy of `a.im * (⟪A ψ, φ⟫_ℂ).im`, and cancels the term in `(⟪ψ, A ψ⟫_ℂ).im`, so `ring` closes the goal. The warning's hint to omit `Complex.mul_im` should not be followed, since the repaired proof needs it.

This version goes through:

```diff
@@ -21,5 +21,5 @@
   simp only [expect, map_add, map_smul, inner_add_left, inner_add_right, inner_smul_left,
     inner_smul_right, h1, h2, Complex.sq_norm, Complex.normSq_apply, Complex.add_re,
-    Complex.mul_re, Complex.mul_im, Complex.conj_re, Complex.conj_im]
+    Complex.add_im, Complex.mul_re, Complex.mul_im, Complex.conj_re, Complex.conj_im]
   ring
 
```
